# Five quadratic angular momentum operators obey the rank-two spherical tensor relations

Let $J_z$, $J_+$ and $J_-$ be elements of a complex associative algebra with $[J_z,J_\pm]=\pm J_\pm$ and $[J_+,J_-]=2J_z$, in units with $\hbar=1$, and write $J^2=J_z^2+\tfrac12(J_+J_-+J_-J_+)$. The file below defines five operators $T_q$, $q=-2,\dots,2$, quadratic in these elements, and computes their commutators with $J_z$, $J_-$ and $J_+$.

```lean
import Mathlib

open Matrix

namespace QuadrupoleTensor

noncomputable section

variable {A : Type*} [Ring A] [Algebra ℂ A] {Jz Jp Jm : A}

/-- The ladder relations of angular momentum, in units with ħ = 1. -/
structure IsLadder (Jz Jp Jm : A) : Prop where
  zp : ⁅Jz, Jp⁆ = Jp
  zm : ⁅Jz, Jm⁆ = -Jm
  pm : ⁅Jp, Jm⁆ = (2 : ℂ) • Jz

/-- The square of the total angular momentum, written with ladder operators. -/
def totalSq (Jz Jp Jm : A) : A :=
  Jz ^ 2 + (1 / 2 : ℂ) • (Jp * Jm + Jm * Jp)

/-- The five quadratic components `T q`, with `q` from -2 to 2; all other components are zero. -/
def quadrupole (Jz Jp Jm : A) (q : ℤ) : A :=
  if q = 2 then Jp ^ 2
  else if q = 1 then -(Jp * Jz + Jz * Jp)
  else if q = 0 then ((√(2 / 3) : ℝ) : ℂ) • ((3 : ℂ) • Jz ^ 2 - totalSq Jz Jp Jm)
  else if q = -1 then Jm * Jz + Jz * Jm
  else if q = -2 then Jm ^ 2
  else 0

/-- The commutator with a fixed operator is linear, obeys the Leibniz rule on products,
and vanishes on the operator itself. -/
theorem commutator_rules (a : A) :
    (∀ b c : A, ⁅a, b * c⁆ = ⁅a, b⁆ * c + b * ⁅a, c⁆) ∧
    (∀ b c : A, ⁅a, b + c⁆ = ⁅a, b⁆ + ⁅a, c⁆) ∧
    (∀ b c : A, ⁅a, b - c⁆ = ⁅a, b⁆ - ⁅a, c⁆) ∧
    (∀ b : A, ⁅a, -b⁆ = -⁅a, b⁆) ∧
    (∀ (z : ℂ) (b : A), ⁅a, z • b⁆ = z • ⁅a, b⁆) ∧
    ⁅a, a⁆ = 0 ∧ ⁅a, (0 : A)⁆ = 0 := by
  refine ⟨fun b c => ?_, fun b c => ?_, fun b c => ?_, fun b => ?_, fun z b => ?_, ?_, ?_⟩
  · simp only [Ring.lie_def]
    noncomm_ring
  · simp only [Ring.lie_def]
    noncomm_ring
  · simp only [Ring.lie_def]
    noncomm_ring
  · simp only [Ring.lie_def]
    noncomm_ring
  · simp only [Ring.lie_def, mul_smul_comm, smul_mul_assoc, smul_sub]
  · simp only [Ring.lie_def, sub_self]
  · simp only [Ring.lie_def, mul_zero, zero_mul, sub_self]

/-- The ladder relations with the two operators in each commutator exchanged. -/
theorem IsLadder.flip (h : IsLadder Jz Jp Jm) :
    ⁅Jp, Jz⁆ = -Jp ∧ ⁅Jm, Jz⁆ = Jm ∧ ⁅Jm, Jp⁆ = -((2 : ℂ) • Jz) := by
  have e : ∀ x y : A, ⁅x, y⁆ = -⁅y, x⁆ := by
    intro x y
    simp only [Ring.lie_def, neg_sub]
  refine ⟨?_, ?_, ?_⟩
  · rw [e, h.zp]
  · rw [e, h.zm, neg_neg]
  · rw [e, h.pm]

/-- Two identities between the normalisation factors √6 and √(2/3). -/
theorem normalisation :
    ((√6 : ℝ) : ℂ) = 3 * ((√(2 / 3) : ℝ) : ℂ) ∧
      3 * ((√(2 / 3) : ℝ) : ℂ) * ((√(2 / 3) : ℝ) : ℂ) = 2 := by
  constructor
  · have h : √(6 : ℝ) = 3 * √(2 / 3) := by
      rw [show (6 : ℝ) = 3 ^ 2 * (2 / 3) by norm_num,
        Real.sqrt_mul (show (0 : ℝ) ≤ 3 ^ 2 by norm_num),
        Real.sqrt_sq (show (0 : ℝ) ≤ 3 by norm_num)]
    rw [h, Complex.ofReal_mul, Complex.ofReal_ofNat]
  · rw [mul_assoc, ← Complex.ofReal_mul,
      Real.mul_self_sqrt (show (0 : ℝ) ≤ 2 / 3 by norm_num)]
    norm_num

/-- The commutator of `Jz` with the component `T q` is `q` times that component. -/
theorem weight (h : IsLadder Jz Jp Jm) {q : ℤ} (h1 : -2 ≤ q) (h2 : q ≤ 2) :
    ⁅Jz, quadrupole Jz Jp Jm q⁆ = (q : ℂ) • quadrupole Jz Jp Jm q := by
  have hq : q = -2 ∨ q = -1 ∨ q = 0 ∨ q = 1 ∨ q = 2 := by omega
  rcases hq with rfl | rfl | rfl | rfl | rfl <;>
  simp only [quadrupole, totalSq, Int.reduceEq, Int.reduceNeg, ↓reduceIte, pow_two,
    commutator_rules, h.zp, h.zm,
    neg_mul, mul_neg, zero_mul, mul_zero, add_zero,
    Int.cast_neg, Int.cast_ofNat, Int.cast_one, Int.cast_zero] <;>
  module

/-- Commutators with `J₋` lead from `T 2` down to `T (-2)` and end there. -/
theorem lowering (h : IsLadder Jz Jp Jm) :
    ⁅Jm, quadrupole Jz Jp Jm 2⁆ = (2 : ℂ) • quadrupole Jz Jp Jm 1 ∧
    ⁅Jm, quadrupole Jz Jp Jm 1⁆ = ((√6 : ℝ) : ℂ) • quadrupole Jz Jp Jm 0 ∧
    ⁅Jm, quadrupole Jz Jp Jm 0⁆ = ((√6 : ℝ) : ℂ) • quadrupole Jz Jp Jm (-1) ∧
    ⁅Jm, quadrupole Jz Jp Jm (-1)⁆ = (2 : ℂ) • quadrupole Jz Jp Jm (-2) ∧
    ⁅Jm, quadrupole Jz Jp Jm (-2)⁆ = 0 := by
  obtain ⟨-, hmz, hmp⟩ := h.flip
  refine ⟨?_, ?_, ?_, ?_, ?_⟩ <;>
  simp only [quadrupole, totalSq, Int.reduceEq, Int.reduceNeg, ↓reduceIte, pow_two,
    commutator_rules, hmz, hmp,
    smul_mul_assoc, mul_smul_comm, neg_mul, mul_neg, zero_mul, mul_zero, add_zero,
    normalisation.1, smul_smul, normalisation.2] <;>
  module

/-- Commutators with `J₊` lead from `T (-2)` up to `T 2` and end there. -/
theorem raising (h : IsLadder Jz Jp Jm) :
    ⁅Jp, quadrupole Jz Jp Jm (-2)⁆ = (2 : ℂ) • quadrupole Jz Jp Jm (-1) ∧
    ⁅Jp, quadrupole Jz Jp Jm (-1)⁆ = ((√6 : ℝ) : ℂ) • quadrupole Jz Jp Jm 0 ∧
    ⁅Jp, quadrupole Jz Jp Jm 0⁆ = ((√6 : ℝ) : ℂ) • quadrupole Jz Jp Jm 1 ∧
    ⁅Jp, quadrupole Jz Jp Jm 1⁆ = (2 : ℂ) • quadrupole Jz Jp Jm 2 ∧
    ⁅Jp, quadrupole Jz Jp Jm 2⁆ = 0 := by
  obtain ⟨hpz, -, -⟩ := h.flip
  refine ⟨?_, ?_, ?_, ?_, ?_⟩ <;>
  simp only [quadrupole, totalSq, Int.reduceEq, Int.reduceNeg, ↓reduceIte, pow_two,
    commutator_rules, hpz, h.pm,
    smul_mul_assoc, mul_smul_comm, neg_mul, mul_neg, zero_mul, mul_zero, add_zero,
    normalisation.1, smul_smul, normalisation.2] <;>
  module

/-- The five components satisfy the commutation relations of a spherical tensor of rank two
with `Jz`, `J₋` and `J₊`. -/
theorem quadrupole_spherical (h : IsLadder Jz Jp Jm) {q : ℤ} (h1 : -2 ≤ q) (h2 : q ≤ 2) :
    ⁅Jz, quadrupole Jz Jp Jm q⁆ = (q : ℂ) • quadrupole Jz Jp Jm q ∧
    ⁅Jm, quadrupole Jz Jp Jm q⁆ =
      ((√(6 - (q : ℝ) * (q - 1)) : ℝ) : ℂ) • quadrupole Jz Jp Jm (q - 1) ∧
    ⁅Jp, quadrupole Jz Jp Jm q⁆ =
      ((√(6 - (q : ℝ) * (q + 1)) : ℝ) : ℂ) • quadrupole Jz Jp Jm (q + 1) := by
  refine ⟨weight h h1 h2, ?_⟩
  obtain ⟨d2, d1, d0, dm1, dm2⟩ := lowering h
  obtain ⟨um2, um1, u0, u1, u2⟩ := raising h
  have s4 : √(4 : ℝ) = 2 := by
    rw [show (4 : ℝ) = 2 ^ 2 by norm_num]
    exact Real.sqrt_sq (by norm_num)
  have e4 : ((√4 : ℝ) : ℂ) = 2 := by simp [s4]
  have e0 : ((√0 : ℝ) : ℂ) = 0 := by simp
  -- insert the values of the radicands and of the neighbouring indices
  have key : ∀ (a b : ℤ) (r s : ℝ), 6 - (q : ℝ) * (q - 1) = r → 6 - (q : ℝ) * (q + 1) = s →
      q - 1 = a → q + 1 = b →
      ⁅Jm, quadrupole Jz Jp Jm q⁆ = ((√r : ℝ) : ℂ) • quadrupole Jz Jp Jm a →
      ⁅Jp, quadrupole Jz Jp Jm q⁆ = ((√s : ℝ) : ℂ) • quadrupole Jz Jp Jm b →
      ⁅Jm, quadrupole Jz Jp Jm q⁆ =
        ((√(6 - (q : ℝ) * (q - 1)) : ℝ) : ℂ) • quadrupole Jz Jp Jm (q - 1) ∧
      ⁅Jp, quadrupole Jz Jp Jm q⁆ =
        ((√(6 - (q : ℝ) * (q + 1)) : ℝ) : ℂ) • quadrupole Jz Jp Jm (q + 1) := by
    intro a b r s hr hs ha hb hd hu
    rw [hr, hs, ha, hb]
    exact ⟨hd, hu⟩
  have hq : q = -2 ∨ q = -1 ∨ q = 0 ∨ q = 1 ∨ q = 2 := by omega
  rcases hq with rfl | rfl | rfl | rfl | rfl
  · exact key (-3) (-1) 0 4 (by norm_num) (by norm_num) (by norm_num) (by norm_num)
      (by rw [e0, zero_smul]; exact dm2) (by rw [e4]; exact um2)
  · exact key (-2) 0 4 6 (by norm_num) (by norm_num) (by norm_num) (by norm_num)
      (by rw [e4]; exact dm1) um1
  · exact key (-1) 1 6 6 (by norm_num) (by norm_num) (by norm_num) (by norm_num) d0 u0
  · exact key 0 2 6 4 (by norm_num) (by norm_num) (by norm_num) (by norm_num)
      d1 (by rw [e4]; exact u1)
  · exact key 1 3 4 0 (by norm_num) (by norm_num) (by norm_num) (by norm_num)
      (by rw [e4]; exact d2) (by rw [e0, zero_smul]; exact u2)

/-- The double commutator with the angular momentum, summed over its components,
multiplies each `T q` by 6. -/
theorem double_commutator (h : IsLadder Jz Jp Jm) {q : ℤ} (h1 : -2 ≤ q) (h2 : q ≤ 2) :
    ⁅Jz, ⁅Jz, quadrupole Jz Jp Jm q⁆⁆ + (1 / 2 : ℂ) •
      (⁅Jp, ⁅Jm, quadrupole Jz Jp Jm q⁆⁆ + ⁅Jm, ⁅Jp, quadrupole Jz Jp Jm q⁆⁆) =
    (6 : ℂ) • quadrupole Jz Jp Jm q := by
  have w := weight h h1 h2
  obtain ⟨d2, d1, d0, dm1, dm2⟩ := lowering h
  obtain ⟨um2, um1, u0, u1, u2⟩ := raising h
  have e6 : ((√6 : ℝ) : ℂ) * ((√6 : ℝ) : ℂ) = 6 := by
    rw [← Complex.ofReal_mul, Real.mul_self_sqrt (show (0 : ℝ) ≤ 6 by norm_num)]
    norm_num
  have hq : q = -2 ∨ q = -1 ∨ q = 0 ∨ q = 1 ∨ q = 2 := by omega
  rcases hq with rfl | rfl | rfl | rfl | rfl <;>
  simp only [w, d2, d1, d0, dm1, dm2, um2, um1, u0, u1, u2, commutator_rules,
    smul_smul, e6, Int.cast_neg, Int.cast_ofNat, Int.cast_one, Int.cast_zero] <;>
  module

/-- If `Jz v = m v`, then `T q v` satisfies the same equation with `m + q` in place of `m`. -/
theorem shift_projection {V : Type*} [AddCommGroup V] [Module ℂ V]
    {Jz Jp Jm : Module.End ℂ V} (h : IsLadder Jz Jp Jm) {q : ℤ} (h1 : -2 ≤ q) (h2 : q ≤ 2)
    {m : ℂ} {v : V} (hv : Jz v = m • v) :
    Jz (quadrupole Jz Jp Jm q v) = (m + q) • quadrupole Jz Jp Jm q v := by
  have w := congrArg (fun f : Module.End ℂ V => f v) (weight h h1 h2)
  simp only [Ring.lie_def, LinearMap.sub_apply, Module.End.mul_apply,
    LinearMap.smul_apply, hv, map_smul] at w
  rw [add_smul, ← w]
  abel

/-- The spin-one matrix of `Jz`. -/
def spinOneZ : Matrix (Fin 3) (Fin 3) ℂ := !![1, 0, 0; 0, 0, 0; 0, 0, -1]

/-- The spin-one matrix of `J₊`. -/
def spinOnePlus : Matrix (Fin 3) (Fin 3) ℂ :=
  !![0, ((√2 : ℝ) : ℂ), 0; 0, 0, ((√2 : ℝ) : ℂ); 0, 0, 0]

/-- The spin-one matrix of `J₋`. -/
def spinOneMinus : Matrix (Fin 3) (Fin 3) ℂ :=
  !![0, 0, 0; ((√2 : ℝ) : ℂ), 0, 0; 0, ((√2 : ℝ) : ℂ), 0]

/-- The spin-one matrices satisfy the ladder relations, and their component `T 2` is not zero. -/
theorem isLadder_witness :
    IsLadder spinOneZ spinOnePlus spinOneMinus ∧
      quadrupole spinOneZ spinOnePlus spinOneMinus 2 ≠ 0 := by
  have hs : ((√2 : ℝ) : ℂ) * ((√2 : ℝ) : ℂ) = 2 := by
    rw [← Complex.ofReal_mul, Real.mul_self_sqrt (show (0 : ℝ) ≤ 2 by norm_num)]
    norm_num
  refine ⟨⟨?_, ?_, ?_⟩, ?_⟩
  · ext i j
    fin_cases i <;> fin_cases j <;>
      simp [Ring.lie_def, spinOneZ, spinOnePlus]
  · ext i j
    fin_cases i <;> fin_cases j <;>
      simp [Ring.lie_def, spinOneZ, spinOneMinus]
  · ext i j
    fin_cases i <;> fin_cases j <;>
      simp [Ring.lie_def, spinOneZ, spinOnePlus, spinOneMinus, hs]
  · intro h0
    have h02 := congrFun (congrFun h0 0) 2
    simp [quadrupole, pow_two, spinOnePlus, Matrix.mul_apply, Fin.sum_univ_succ] at h02

end

end QuadrupoleTensor
```

```lean
#print axioms QuadrupoleTensor.quadrupole_spherical
-- 'QuadrupoleTensor.quadrupole_spherical' depends on axioms: [propext, Classical.choice, Quot.sound]
#print axioms QuadrupoleTensor.double_commutator
-- 'QuadrupoleTensor.double_commutator' depends on axioms: [propext, Classical.choice, Quot.sound]
#print axioms QuadrupoleTensor.shift_projection
-- 'QuadrupoleTensor.shift_projection' depends on axioms: [propext, Classical.choice, Quot.sound]
```

## The operators and their commutators

The definition `quadrupole` lists the components

$$T_2=J_+^2,\qquad T_1=-(J_+J_z+J_zJ_+),\qquad T_0=\sqrt{\tfrac23}\,(3J_z^2-J^2),$$
$$T_{-1}=J_-J_z+J_zJ_-,\qquad T_{-2}=J_-^2,$$

and sets $T_q=0$ for every other integer $q$. The main theorem, `quadrupole_spherical`, says that for $-2\le q\le 2$

$$[J_z,T_q]=q\,T_q,\qquad [J_\mp,T_q]=\sqrt{6-q(q\mp1)}\;T_{q\mp1}.$$

These are the commutation relations that define a spherical tensor of rank $k=2$, with $6=k(k+1)$. They fix the relative factors and signs of the five components, while a common factor in all of them would make no difference.

In Lean, `A` is any ring with a compatible action of the complex numbers, and `⁅a, b⁆` is the commutator $ab-ba$. The structure `IsLadder` holds the three ladder relations, which are assumed: they express that the operators generate rotations. `totalSq` is $J^2$. The index `q` is an integer, and the hypotheses `h1` and `h2` keep it between $-2$ and $2$, where the radicands take only the values 0, 4 and 6. The square roots are real numbers, converted to complex ones before they multiply an operator.

Nothing requires $J_-$ to be the adjoint of $J_+$, and no Hilbert space or finite dimension is assumed. Spin matrices are covered, and so are the orbital operators acting on smooth functions. Finite rotations and the factorisation of matrix elements into reduced elements and Clebsch–Gordan coefficients are not treated.

## What the tensor does to states and spin Hamiltonians

The theorem `shift_projection` takes the three operators to be linear maps on a complex vector space. If $J_zv=mv$, then

$$J_z(T_qv)=T_q(J_zv)+[J_z,T_q]v=(m+q)\,T_qv.$$

So $T_q$ changes the projection by $q$, unless $T_qv$ vanishes. Nuclear quadrupole coupling and the zero-field splitting terms with the parameters $D$ and $E$ are described by quadratic spin operators of this kind; for terms built from a single angular momentum, the theorem tells which projections each component can connect.

For spin one half all five components are zero and the relations read $0=0$. Spin one is the first case with content. The matrices `spinOneZ`, `spinOnePlus` and `spinOneMinus` use the basis order $m=1,0,-1$, and `isLadder_witness` shows that they satisfy the ladder relations with $T_2\ne0$. Indeed $J_+^2$ has the entry $\sqrt2\cdot\sqrt2=2$ in its upper right corner.

## The commutators by the Leibniz rule

A commutator with a fixed operator acts on products as a derivative does:

$$[a,bc]=[a,b]c+b[a,c].$$

With $J_z$, each factor $J_+$ in a product contributes $+1$, each $J_-$ contributes $-1$, and $J_z$ contributes nothing. Every product in $T_q$ has the same total $q$, which gives $[J_z,T_q]=qT_q$.

For the other two commutators, the ladder relations in reversed order give

$$[J_-,J_+]=-2J_z,\qquad [J_-,J_z]=J_-,\qquad [J_+,J_z]=-J_+.$$

Put $c=\sqrt{2/3}$. Inserting $J^2$ into $T_0$ gives

$$T_0=c\left(2J_z^2-\tfrac12(J_+J_-+J_-J_+)\right).$$

Two identities fix the coefficients: $\sqrt6=3c$, and therefore $\sqrt6\,c=3c^2=2$. Going down from the top,

$$[J_-,T_2]=-2(J_zJ_++J_+J_z)=2T_1,$$

$$\begin{aligned}
[J_-,T_1]&=-\left(-2J_z^2+J_+J_-+J_-J_+-2J_z^2\right)\\
&=4J_z^2-(J_+J_-+J_-J_+)=2(3J_z^2-J^2)=\sqrt6\,T_0,
\end{aligned}$$

$$\begin{aligned}
[J_-,T_0]&=c\left(2(J_-J_z+J_zJ_-)+(J_zJ_-+J_-J_z)\right)\\
&=3c\,T_{-1}=\sqrt6\,T_{-1},
\end{aligned}$$

$$[J_-,T_{-1}]=J_-^2+J_-^2=2T_{-2},\qquad [J_-,T_{-2}]=0.$$

Going up from the bottom,

$$[J_+,T_{-2}]=2(J_zJ_-+J_-J_z)=2T_{-1},$$

$$[J_+,T_{-1}]=2J_z^2-J_-J_+-J_+J_-+2J_z^2=\sqrt6\,T_0,$$

$$\begin{aligned}
[J_+,T_0]&=c\left(-2(J_+J_z+J_zJ_+)-(J_+J_z+J_zJ_+)\right)\\
&=-3c\,(J_+J_z+J_zJ_+)=\sqrt6\,T_1,
\end{aligned}$$

$$[J_+,T_1]=J_+^2+J_+^2=2T_2,\qquad [J_+,T_2]=0.$$

The coefficients agree with the square roots in the theorem. For $q=2,1,0,-1,-2$ the radicand $6-q(q-1)$ is $4,6,6,4,0$, and $6-q(q+1)$ is $0,4,6,6,4$. At each end of the chain the coefficient vanishes, and so does the component it multiplies.

## The double commutator gives $k(k+1)=6$

The theorem `double_commutator` states that

$$[J_z,[J_z,T_q]]+\tfrac12\left([J_+,[J_-,T_q]]+[J_-,[J_+,T_q]]\right)=6\,T_q .$$

The first term is $q^2T_q$. Lowering and then raising returns $T_q$ with the factor $6-q(q-1)$, and the opposite order gives $6-q(q+1)$. Half their sum is $6-q^2$, so the total is 6. This is the operator form of $J^2$ having the eigenvalue $k(k+1)$, with commutators in place of the action on states.

## How the Lean proof follows the calculation

`commutator_rules` collects linearity, the Leibniz rule and $[a,a]=0$, each proved by expanding $ab-ba$. `IsLadder.flip` supplies the reversed ladder relations, and `normalisation` the two identities for $\sqrt6$ and $c$.

The theorems `weight`, `lowering` and `raising` then share one pattern. For `weight`, `omega` first splits the range of `q` into its five values; the other two list the five cases in their statements. In each case `simp only` inserts the definition of $T_q$ and applies the Leibniz rule with the ladder relations. This already proves the two vanishing commutators at the ends of the chains, $[J_-,T_{-2}]=0$ and $[J_+,T_2]=0$. In the other cases it leaves an equation between linear combinations of quadratic products, and the tactic `module` compares the coefficients. It treats $J_+J_-$ and $J_-J_+$ as different terms, just as the calculation above never exchanges two factors.

`quadrupole_spherical` puts the chains into the form with square roots. Its auxiliary statement `key` replaces the radicands and the neighbouring indices by their values, and the five cases are then read off from `lowering` and `raising`, with $\sqrt4=2$ and $\sqrt0=0$.

`double_commutator` applies the same chains twice and uses $\sqrt6\cdot\sqrt6=6$, value by value instead of through the general formula in $q$. `shift_projection` applies the operator equation of `weight` to the vector `v` and rearranges. For the spin-one matrices, the ladder relations are checked entry by entry, and $T_2\neq0$ follows from the upper right entry.

## The same calculation for a vector operator

Since no factors were exchanged, the argument also works when the products are built from another vector operator $V$, such as the position. It needs only that the components of $V$ have the same commutators with $J$ as those of $J$ itself:

$$[J_z,V_\pm]=\pm V_\pm,\quad [J_\pm,V_z]=\mp V_\pm,\quad [J_\pm,V_\mp]=\pm2V_z,\quad [J_z,V_z]=[J_\pm,V_\pm]=0.$$

Replacing $J$ by $V$ inside each $T_q$ then gives a tensor with the same relations. For the position these components are $(x+iy)^2$, $-2z(x+iy)$, $\sqrt{2/3}\,(3z^2-r^2)$, $2z(x-iy)$ and $(x-iy)^2$, the angular pattern of an electric quadrupole. The file itself treats only the case $V=J$.
